# A positive definite free-energy Hessian makes a composition resist small fluctuations

A fluctuation counts as small here when every phase it produces has a composition close to the original one, whatever the amount of each phase. A tiny nucleus of very different composition is therefore a large fluctuation. The choice matters because the curvature of the free energy at one composition carries information only about nearby compositions.

## The bound on the average free energy

Describe a composition by the mole fractions of all components but one, or by independent linear combinations of them. Let E be the space of these variables, a real vector space with a norm ‖·‖, and let G : E → ℝ be the free energy per mole at fixed temperature and pressure. A homogeneous system of composition x0 splits into n phases with compositions xᵢ and molar fractions wᵢ, where

wᵢ ≥ 0,  Σᵢ wᵢ = 1,  Σᵢ wᵢ xᵢ = x0.

The last condition is conservation of matter. `ResistsFluctuations G x0 r` says that whenever all ‖xᵢ − x0‖ < r,

Σᵢ wᵢ G(xᵢ) ≥ G(x0),

and that equality forces xᵢ = x0 for every phase with wᵢ > 0. `IsMetastable G x0` says that some r > 0 has this property. A globally stable composition may satisfy it too, so the name means local resistance and does not imply that a lower state exists.

Write G'(x) for the derivative of G at x, a linear map from composition shifts to energies, and H for the derivative of G' at x0, the Hessian. The main theorem, `metastable_of_posDef_hessian`, states that if E is finite-dimensional and H(v,v) > 0 for every v ≠ 0, then x0 is metastable. Physically, the positivity condition says that any small composition shift changes the chemical-potential differences in the sense that opposes it.

In Lean, `hG` says that G is differentiable throughout a neighbourhood of x0, and `hH` that G' is differentiable at x0 itself. This is weaker than two continuous derivatives near x0. The expression `H v v` is H(v,v), and `Fin n` indexes the phases.

## Spinodal tests in phase-diagram codes

A code that classifies a composition by the sign of the smallest Hessian eigenvalue relies on this bound: for a smooth bulk free energy in finitely many composition variables, a positive smallest eigenvalue rules out a gain from any sufficiently small demixing. Conversely, `hessian_nonneg_of_metastable` shows that a metastable composition has H(v,v) ≥ 0 in every direction, so a negative eigenvalue means that some arbitrarily small demixing lowers the bulk free energy.

The test described here uses the free energy per mole in independent composition variables, which leave out the size of the system. The total free energy as a function of all mole numbers is homogeneous of degree one, so its Hessian vanishes along the direction that merely scales the system, and it is never positive definite.

## From curvature to the average

**Expansion.** Fix ε > 0 and a small shift v. The mean value theorem on the segment from x0 to x0 + v gives a t with 0 < t < 1 and

G(x0 + v) − G(x0) = G'(x0 + t v) v.

Differentiability of G' at x0 gives, for small v,

‖G'(x0 + t v) − G'(x0) − t H(v,·)‖ ≤ ε t ‖v‖.

Applying this linear map to v yields

|G(x0 + v) − G(x0) − G'(x0) v − t H(v,v)| ≤ ε t ‖v‖².

This is `second_order_expansion`. The factor t depends on v and replaces the usual 1/2. Only its sign is needed, and the error carries the same factor. In the proof, `hd` differentiates G along the segment, `exists_hasDerivAt_eq_slope` supplies t, and `hb'` is the estimate on G'.

**Uniform curvature.** The unit sphere of a finite-dimensional space is compact, so H(u,u) attains a minimum c > 0 there. Scaling v ≠ 0 to unit length gives

H(v,v) ≥ c ‖v‖².

`curvature_bound` follows this argument. If there are no composition variables, the sphere is empty and c = 1 serves.

**Tangent plane.** Take ε = c/2. For small v ≠ 0,

G(x0 + v) − G(x0) − G'(x0) v ≥ t c ‖v‖² − (c/2) t ‖v‖² = (c/2) t ‖v‖² > 0.

Hence G lies strictly above its tangent plane near x0, except at x0. `metastable_of_posDef_hessian` combines the two preceding lemmas in this way.

**Averaging.** Let D(y) = G(y) − G(x0) − G'(x0)(y − x0) be the height above the plane. Conservation of matter gives Σᵢ wᵢ (xᵢ − x0) = 0, so the linear term disappears:

Σᵢ wᵢ D(xᵢ) = Σᵢ wᵢ G(xᵢ) − G(x0).

Every term on the left is nonnegative, which proves the bound. If the sum is zero, every term is zero, so wᵢ > 0 forces D(xᵢ) = 0 and thus xᵢ = x0. In `resists_of_tangent_plane`, these steps are `hlin` for the linear term, `hterm` for the signs and `hsum` for the identity. The lemma accepts any plane through the value at x0, with slope `l`.

**Negative curvature.** Suppose H(v,v) < 0 and set ε = −H(v,v) / (2‖v‖²). For small a ≠ 0 the expansion gives, with t now depending on a,

G(x0 + a v) − G(x0) − a G'(x0) v ≤ t a² H(v,v) / 2 < 0.

Use this for a = s and a = −s, with s > 0 small, and average. The linear terms cancel, leaving

[G(x0 + s v) + G(x0 − s v)] / 2 < G(x0).

This is `splitting_lowers_energy`, with `key` as the one-sided inequality. Since s can be as small as desired, no radius r works, and `hessian_nonneg_of_metastable` follows by inserting this two-phase splitting into the definition. Neither theorem needs finite dimension.

**One variable.** `binary_metastable` treats a binary mixture with ordinary derivatives: `g` is the first derivative and `k` = G''(x0) > 0. It turns them into linear maps, for which H(v,v) = k v², and applies the main theorem.

```lean
import Mathlib

open Filter Topology Set

namespace SmallFluctuationMetastability

variable {E : Type*} [NormedAddCommGroup E] [NormedSpace ℝ E]

/-- Every finite mixture of compositions within `r` of `x0` and with mean `x0` has average free
energy at least `G x0`, with equality only if all phases present have composition `x0`. -/
def ResistsFluctuations (G : E → ℝ) (x0 : E) (r : ℝ) : Prop :=
  ∀ (n : ℕ) (w : Fin n → ℝ) (x : Fin n → E), (∀ i, 0 ≤ w i) → ∑ i, w i = 1 →
    ∑ i, w i • x i = x0 → (∀ i, ‖x i - x0‖ < r) →
    G x0 ≤ ∑ i, w i * G (x i) ∧
      (∑ i, w i * G (x i) = G x0 → ∀ i, 0 < w i → x i = x0)

/-- The composition `x0` resists all fluctuations below some positive size. -/
def IsMetastable (G : E → ℝ) (x0 : E) : Prop :=
  ∃ r > 0, ResistsFluctuations G x0 r

/-- If the free energy lies strictly above a plane through its value at `x0` for all other
compositions within `r`, then `x0` resists fluctuations of size below `r`. -/
theorem resists_of_tangent_plane {G : E → ℝ} {x0 : E} {r : ℝ} (l : E →L[ℝ] ℝ)
    (h : ∀ y, ‖y - x0‖ < r → y ≠ x0 → G x0 + l (y - x0) < G y) :
    ResistsFluctuations G x0 r := by
  intro n w x hw h1 hx hr
  -- conservation of matter removes the linear term
  have hlin : ∑ i, w i * l (x i - x0) = 0 := by
    have h0 : ∑ i, w i • (x i - x0) = 0 := by
      simp only [smul_sub, Finset.sum_sub_distrib]
      rw [← Finset.sum_smul, h1, hx, one_smul, sub_self]
    have h2 := congrArg l h0
    simpa only [map_sum, map_smul, smul_eq_mul, map_zero] using h2
  have hterm : ∀ i, 0 ≤ w i * (G (x i) - G x0 - l (x i - x0)) := by
    intro i
    by_cases e : x i = x0
    · simp [e]
    · exact mul_nonneg (hw i) (by linarith [h _ (hr i) e])
  have hsum : ∑ i, w i * (G (x i) - G x0 - l (x i - x0)) = ∑ i, w i * G (x i) - G x0 := by
    simp only [mul_sub, Finset.sum_sub_distrib]
    rw [hlin, ← Finset.sum_mul, h1]
    ring
  constructor
  · have h0 := Finset.sum_nonneg (s := Finset.univ) (fun i _ => hterm i)
    rw [hsum] at h0
    linarith
  · intro heq i hi
    by_contra e
    have hz := (Finset.sum_eq_zero_iff_of_nonneg (fun i _ => hterm i)).1
      (by rw [hsum, heq, sub_self]) i (Finset.mem_univ i)
    have hp : 0 < G (x i) - G x0 - l (x i - x0) := by linarith [h _ (hr i) e]
    linarith [mul_pos hi hp]

/-- Close to `x0` the height of the free energy above its tangent plane is a positive multiple `t`
of the Hessian form, up to an error of at most `ε * t * ‖v‖ ^ 2`. -/
theorem second_order_expansion {G : E → ℝ} {G' : E → E →L[ℝ] ℝ} {H : E →L[ℝ] E →L[ℝ] ℝ}
    {x0 : E} (hG : ∀ᶠ x in 𝓝 x0, HasFDerivAt G (G' x) x) (hH : HasFDerivAt G' H x0)
    {ε : ℝ} (hε : 0 < ε) :
    ∃ r > 0, ∀ v : E, ‖v‖ < r → ∃ t : ℝ, 0 < t ∧
      |G (x0 + v) - G x0 - G' x0 v - t * H v v| ≤ ε * t * ‖v‖ ^ 2 := by
  obtain ⟨a, ha, hGa⟩ := Metric.eventually_nhds_iff.1 hG
  obtain ⟨b, hb, hHb⟩ := Metric.eventually_nhds_iff.1
    ((hasFDerivAt_iff_isLittleO_nhds_zero.1 hH).def hε)
  refine ⟨min a b, lt_min ha hb, fun v hv => ?_⟩
  have hsmall : ∀ t ∈ Icc (0 : ℝ) 1, ‖t • v‖ < min a b := by
    intro t ht
    rw [norm_smul, Real.norm_of_nonneg ht.1]
    exact (mul_le_of_le_one_left (norm_nonneg v) ht.2).trans_lt hv
  have hd : ∀ t ∈ Icc (0 : ℝ) 1,
      HasDerivAt (fun s : ℝ => G (x0 + s • v)) (G' (x0 + t • v) v) t := by
    intro t ht
    have h1 : HasDerivAt (fun s : ℝ => x0 + s • v) v t :=
      (((hasDerivAt_id' t).smul_const v).const_add x0).congr_deriv (one_smul ℝ v)
    have h2 : HasFDerivAt G (G' (x0 + t • v)) (x0 + t • v) := hGa (by
      rw [dist_eq_norm, add_sub_cancel_left]
      exact (hsmall t ht).trans_le (min_le_left _ _))
    exact h2.comp_hasDerivAt t h1
  -- mean value theorem along the segment from x0 to x0 + v
  obtain ⟨t, ht, hmt⟩ := exists_hasDerivAt_eq_slope (fun s : ℝ => G (x0 + s • v))
    (fun s => G' (x0 + s • v) v) zero_lt_one
    (fun t ht => (hd t ht).continuousAt.continuousWithinAt)
    (fun t ht => hd t ⟨ht.1.le, ht.2.le⟩)
  have hm : G (x0 + v) - G x0 = G' (x0 + t • v) v := by simpa using hmt.symm
  have hb' : ‖G' (x0 + t • v) - G' x0 - H (t • v)‖ ≤ ε * ‖t • v‖ := hHb (by
    rw [dist_zero_right]
    exact (hsmall t ⟨ht.1.le, ht.2.le⟩).trans_le (min_le_right _ _))
  refine ⟨t, ht.1, ?_⟩
  have e : G (x0 + v) - G x0 - G' x0 v - t * H v v
      = (G' (x0 + t • v) - G' x0 - H (t • v)) v := by
    rw [hm]
    simp
  rw [e, ← Real.norm_eq_abs]
  calc ‖(G' (x0 + t • v) - G' x0 - H (t • v)) v‖
      ≤ ‖G' (x0 + t • v) - G' x0 - H (t • v)‖ * ‖v‖ := ContinuousLinearMap.le_opNorm _ _
    _ ≤ ε * ‖t • v‖ * ‖v‖ := by gcongr
    _ = ε * t * ‖v‖ ^ 2 := by
      rw [norm_smul, Real.norm_of_nonneg ht.1.le]
      ring

/-- A positive definite Hessian on a finite-dimensional composition space has a uniform positive
lower bound on its curvature. -/
theorem curvature_bound [FiniteDimensional ℝ E] (H : E →L[ℝ] E →L[ℝ] ℝ)
    (hpos : ∀ v, v ≠ 0 → 0 < H v v) : ∃ c > 0, ∀ v, c * ‖v‖ ^ 2 ≤ H v v := by
  have hs : ∀ v : E, v ≠ 0 → ‖v‖⁻¹ • v ∈ Metric.sphere (0 : E) 1 := by
    intro v hv
    rw [mem_sphere_zero_iff_norm, norm_smul, norm_inv, norm_norm,
      inv_mul_cancel₀ (norm_ne_zero_iff.2 hv)]
  rcases (Metric.sphere (0 : E) 1).eq_empty_or_nonempty with he | hne
  · refine ⟨1, one_pos, fun v => ?_⟩
    by_cases hv : v = 0
    · simp [hv]
    · have h := hs v hv
      rw [he] at h
      exact h.elim
  · have : ProperSpace E := FiniteDimensional.proper_real E
    -- the least curvature over all unit directions is attained
    obtain ⟨u, hu, hmin⟩ := (isCompact_sphere (0 : E) 1).exists_isMinOn hne
      (f := fun v => H v v) (H.continuous.clm_apply continuous_id).continuousOn
    have hu0 : u ≠ 0 := by
      rintro rfl
      simp at hu
    refine ⟨H u u, hpos u hu0, fun v => ?_⟩
    by_cases hv : v = 0
    · simp [hv]
    · have h : H u u ≤ H (‖v‖⁻¹ • v) (‖v‖⁻¹ • v) := hmin (hs v hv)
      have e : H (‖v‖⁻¹ • v) (‖v‖⁻¹ • v) = H v v / ‖v‖ ^ 2 := by
        simp only [map_smul, smul_apply, smul_eq_mul]
        ring
      rwa [e, le_div_iff₀ (pow_pos (norm_pos_iff.2 hv) 2)] at h

/-- A composition at which the Hessian of the free energy is positive definite is metastable. -/
theorem metastable_of_posDef_hessian [FiniteDimensional ℝ E] {G : E → ℝ}
    {G' : E → E →L[ℝ] ℝ} {H : E →L[ℝ] E →L[ℝ] ℝ} {x0 : E}
    (hG : ∀ᶠ x in 𝓝 x0, HasFDerivAt G (G' x) x) (hH : HasFDerivAt G' H x0)
    (hpos : ∀ v, v ≠ 0 → 0 < H v v) : IsMetastable G x0 := by
  obtain ⟨c, hc, hcH⟩ := curvature_bound H hpos
  obtain ⟨r, hr, hexp⟩ := second_order_expansion hG hH (half_pos hc)
  refine ⟨r, hr, resists_of_tangent_plane (G' x0) fun y hy hne => ?_⟩
  obtain ⟨t, ht, hb⟩ := hexp (y - x0) hy
  rw [add_sub_cancel] at hb
  have h1 := (abs_le.1 hb).1
  have h2 := mul_le_mul_of_nonneg_left (hcH (y - x0)) ht.le
  have h3 : 0 < t * (c * ‖y - x0‖ ^ 2) :=
    mul_pos ht (mul_pos hc (pow_pos (norm_pos_iff.2 (sub_ne_zero.2 hne)) 2))
  nlinarith

/-- Binary mixture: a composition at which the second derivative `k` of the free energy is
positive is metastable. -/
theorem binary_metastable {G g : ℝ → ℝ} {x0 k : ℝ}
    (hG : ∀ᶠ x in 𝓝 x0, HasDerivAt G (g x) x) (hg : HasDerivAt g k x0) (hk : 0 < k) :
    IsMetastable G x0 := by
  refine metastable_of_posDef_hessian (G' := fun x => g x • ContinuousLinearMap.id ℝ ℝ)
    (hG.mono fun x hx => hx.hasFDerivAt.congr_fderiv (by ext; simp))
    (hg.hasFDerivAt.smul_const (ContinuousLinearMap.id ℝ ℝ)) ?_
  intro v hv
  calc 0 < k * (v * v) := mul_pos hk (mul_self_pos.2 hv)
    _ = _ := by
      simp
      ring

/-- If the free energy has negative curvature along some direction, arbitrarily small symmetric
splittings into equal amounts of two phases lower the average free energy. -/
theorem splitting_lowers_energy {G : E → ℝ} {G' : E → E →L[ℝ] ℝ}
    {H : E →L[ℝ] E →L[ℝ] ℝ} {x0 v : E}
    (hG : ∀ᶠ x in 𝓝 x0, HasFDerivAt G (G' x) x) (hH : HasFDerivAt G' H x0)
    (hv : H v v < 0) {r : ℝ} (hr : 0 < r) :
    ∃ u : E, ‖u‖ < r ∧ (G (x0 + u) + G (x0 - u)) / 2 < G x0 := by
  have hv0 : v ≠ 0 := by
    rintro rfl
    simp at hv
  have hn : 0 < ‖v‖ := norm_pos_iff.2 hv0
  have hN : 0 < ‖v‖ ^ 2 := pow_pos hn 2
  obtain ⟨ε, hε, he⟩ : ∃ ε > 0, ε * ‖v‖ ^ 2 = -H v v / 2 :=
    ⟨-H v v / 2 / ‖v‖ ^ 2, div_pos (by linarith) hN, div_mul_cancel₀ _ hN.ne'⟩
  obtain ⟨q, hq, hexp⟩ := second_order_expansion hG hH hε
  -- along v the free energy lies below its tangent plane
  have key : ∀ a : ℝ, a ≠ 0 → ‖a • v‖ < q → G (x0 + a • v) < G x0 + G' x0 (a • v) := by
    intro a ha hav
    obtain ⟨t, ht, hb⟩ := hexp (a • v) hav
    have h1 := (abs_le.1 hb).2
    have e1 : H (a • v) (a • v) = a ^ 2 * H v v := by
      simp only [map_smul, smul_apply, smul_eq_mul]
      ring
    have e2 : ε * t * ‖a • v‖ ^ 2 = t * a ^ 2 * (-H v v / 2) := by
      rw [norm_smul, mul_pow, Real.norm_eq_abs, sq_abs]
      linear_combination t * a ^ 2 * he
    have hneg : t * a ^ 2 * H v v < 0 := mul_neg_of_pos_of_neg (by positivity) hv
    rw [e1, e2] at h1
    nlinarith
  have hm : 0 < min r q := lt_min hr hq
  obtain ⟨s, hs, hsv⟩ : ∃ s > 0, s * ‖v‖ = min r q / 2 :=
    ⟨min r q / 2 / ‖v‖, div_pos (half_pos hm) hn, div_mul_cancel₀ _ hn.ne'⟩
  have hsm : ‖s • v‖ < min r q := by
    rw [norm_smul, Real.norm_of_nonneg hs.le, hsv]
    linarith
  have hsq := hsm.trans_le (min_le_right r q)
  refine ⟨s • v, hsm.trans_le (min_le_left _ _), ?_⟩
  have h1 := key s hs.ne' hsq
  have h2 := key (-s) (neg_ne_zero.2 hs.ne') (by rwa [neg_smul, norm_neg])
  simp only [neg_smul, map_neg, ← sub_eq_add_neg] at h2
  linarith

/-- At a metastable composition the Hessian of the free energy is positive semidefinite. -/
theorem hessian_nonneg_of_metastable {G : E → ℝ} {G' : E → E →L[ℝ] ℝ}
    {H : E →L[ℝ] E →L[ℝ] ℝ} {x0 : E}
    (hG : ∀ᶠ x in 𝓝 x0, HasFDerivAt G (G' x) x) (hH : HasFDerivAt G' H x0)
    (hmeta : IsMetastable G x0) (v : E) : 0 ≤ H v v := by
  by_contra hv
  obtain ⟨r, hr, hres⟩ := hmeta
  obtain ⟨u, hu, hlow⟩ := splitting_lowers_energy hG hH (not_le.1 hv) hr
  have h := (hres 2 (fun _ => 1 / 2) ![x0 + u, x0 - u] (fun _ => by norm_num)
    (by rw [Fin.sum_univ_two]; norm_num)
    (by
      rw [Fin.sum_univ_two]
      show (1 / 2 : ℝ) • (x0 + u) + (1 / 2 : ℝ) • (x0 - u) = x0
      module)
    (by
      intro i
      fin_cases i
      · show ‖x0 + u - x0‖ < r
        rwa [add_sub_cancel_left]
      · show ‖x0 - u - x0‖ < r
        rwa [sub_sub_cancel_left, norm_neg])).1
  rw [Fin.sum_univ_two] at h
  change G x0 ≤ 1 / 2 * G (x0 + u) + 1 / 2 * G (x0 - u) at h
  linarith

/-- For the free energy `x ^ 2 - x ^ 4` the composition variable `0` is metastable, yet splitting
into equal amounts at `2` and `-2` lowers the average free energy. -/
theorem metastable_but_not_stable :
    IsMetastable (fun x : ℝ => x ^ 2 - x ^ 4) 0 ∧
      (((2 : ℝ) ^ 2 - 2 ^ 4) + ((-2) ^ 2 - (-2) ^ 4)) / 2 < (0 : ℝ) ^ 2 - 0 ^ 4 := by
  refine ⟨⟨1, one_pos, resists_of_tangent_plane 0 fun y hy hne => ?_⟩, by norm_num⟩
  rw [sub_zero, Real.norm_eq_abs] at hy
  have h1 : y ^ 2 < 1 := (sq_lt_one_iff_abs_lt_one y).2 hy
  have h2 : 0 < y ^ 2 * (1 - y ^ 2) := mul_pos (by positivity) (by linarith)
  show (0 : ℝ) ^ 2 - 0 ^ 4 + 0 < y ^ 2 - y ^ 4
  nlinarith

end SmallFluctuationMetastability
```

```lean
#print axioms SmallFluctuationMetastability.metastable_of_posDef_hessian
#print axioms SmallFluctuationMetastability.binary_metastable
#print axioms SmallFluctuationMetastability.hessian_nonneg_of_metastable
#print axioms SmallFluctuationMetastability.metastable_but_not_stable
```

```
'SmallFluctuationMetastability.metastable_of_posDef_hessian' depends on axioms: [propext, Classical.choice, Quot.sound]
'SmallFluctuationMetastability.binary_metastable' depends on axioms: [propext, Classical.choice, Quot.sound]
'SmallFluctuationMetastability.hessian_nonneg_of_metastable' depends on axioms: [propext, Classical.choice, Quot.sound]
'SmallFluctuationMetastability.metastable_but_not_stable' depends on axioms: [propext, Classical.choice, Quot.sound]
```

## A radius without a value, and no verdict on large fluctuations

The theorem guarantees that a positive radius exists, but gives no number for it. A code that needs a safe fluctuation size requires further information, such as a bound on the variation of the Hessian around x0 or a direct comparison of G with its tangent plane. The numerical value of r also depends on the norm chosen for the composition variables.

Within that radius, the guarantee covers any finite number of phases and any phase fractions. Beyond it, the average may fall. `metastable_but_not_stable` gives an example with G(x) = x² − x⁴, where x is a model composition variable and not a mole fraction. At x0 = 0 the radius 1 works, because x² − x⁴ = x²(1 − x²) is positive for 0 < |x| < 1. Yet equal amounts at 2 and −2 have average free energy −12, below G(0) = 0. A local Hessian test therefore does not replace a convex-hull or common-tangent calculation.

A smallest eigenvalue of exactly zero leaves the question open: at x0 = 0 both x⁴ and −x⁴ have zero curvature, but the first resists small splittings and the second does not. In floating-point work, an eigenvalue within its own error of zero deserves the same caution.

The differentiability hypotheses place x0 in the interior of the composition range. Pure end members, where the ideal mixing entropy has infinite slope, are not covered. All phases share the single function G, so a competing crystal structure with its own free-energy curve is not tested. The average contains bulk terms only, with no interfacial, gradient or elastic energy, and it says nothing about nucleation barriers or the lifetime of the metastable state.
